# Negative central spin density in Hückel allyl when the end sites favour spin up

If the spin density of the allyl radical is taken from its singly occupied orbital alone, the central carbon gets none, because the nonbonding orbital has a node there. With the usual proportionality between π spin density and the hyperfine coupling of the attached proton, the central proton is then predicted to have no such coupling, and the question of its sign does not even arise.

What this estimate misses is that the filled bonding orbital need not have the same shape for both spins. Spin-unrestricted calculations allow for this difference; here it is studied in a non-interacting three-site model with one prescribed parameter.

## Two Hamiltonians and their filling

Number the carbons 0, 1, 2, with 1 at the centre. Energies are in units of the magnitude of the hopping, and the central site energy is zero.

```lean
import Mathlib

open Matrix

namespace AllylSpinPolarization
```

The matrix `allylH a` has hopping $-1$ and end-site energies $-a$, for any real $a$.

```lean
/-- The allyl Hamiltonian with hopping `-1`, end-site energies `-a` and central site energy `0`. -/
def allylH (a : ℝ) : Matrix (Fin 3) (Fin 3) ℝ :=
  !![-a, -1, 0; -1, 0, -1; 0, -1, -a]
```

Spin up has $a=d$ and spin down has $a=-d$. The parameter $d$ stands for exchange: the unpaired spin-up electron sits mainly on the end carbons, and for $d>0$ it lowers the energy of spin-up electrons there relative to spin-down ones. Its value is put in by hand, not found self-consistently, and any shift at the centre is left out.

An orbital set consists of energies $e_k$ and real orbitals $C_k$, where $C_{k,i}$, in Lean `C k i`, is the amplitude of orbital $k$ on site $i$. The three fields of the structure require the eigenvalue equation, orthonormality (so site overlap is neglected) and energies that do not decrease with $k$.

```lean
/-- The rows of `C` are real orthonormal eigenvectors (orbitals) of `H`, with energies `e` listed in
nondecreasing order. -/
structure IsOrbitalSet (H : Matrix (Fin 3) (Fin 3) ℝ) (e : Fin 3 → ℝ)
    (C : Fin 3 → Fin 3 → ℝ) : Prop where
  eigen : ∀ k, H *ᵥ C k = e k • C k
  orthonormal : ∀ k l, C k ⬝ᵥ C l = if k = l then 1 else 0
  ordered : Monotone e
```

With spin-up orbitals $A_k$ and spin-down orbitals $B_k$, two electrons up and one down give the spin density
$$\rho_i=A_{0,i}^2+A_{1,i}^2-B_{0,i}^2 .$$
The orbitals are filled in order of energy within each spin. The numbers of up and down electrons are fixed by this definition; they do not come from minimising a total energy.

```lean
/-- Spin density at site `i` when the two lowest spin-up orbitals `A` and the lowest
spin-down orbital `B` are filled. -/
def spinDensity (A B : Fin 3 → Fin 3 → ℝ) (i : Fin 3) : ℝ :=
  A 0 i ^ 2 + A 1 i ^ 2 - B 0 i ^ 2
```

## (a) The eigenvalue equation on each site

Let $v$ be an orbital of `allylH a` with energy $E$. Show that
$$-av_0-v_1=Ev_0,\qquad -v_0-v_2=Ev_1,\qquad -v_1-av_2=Ev_2 .$$

**Solution.** Multiply each row of the matrix by $v$ and compare with $Ev$. In Lean, `congrFun` takes the three components of the vector equation and `simp` expands the sums.

```lean
/-- The eigenvalue equation of the allyl Hamiltonian, written out site by site. -/
theorem site_equations {a E : ℝ} {v : Fin 3 → ℝ} (h : allylH a *ᵥ v = E • v) :
    -a * v 0 - v 1 = E * v 0 ∧ -v 0 - v 2 = E * v 1 ∧ -v 1 - a * v 2 = E * v 2 := by
  have h0 := congrFun h 0
  have h1 := congrFun h 1
  have h2 := congrFun h 2
  simp [allylH, Matrix.mulVec, dotProduct, Fin.sum_univ_three] at h0 h1 h2
  exact ⟨by linarith, by linarith, by linarith⟩
```

## (b) No degenerate levels

Show that every orbital set of `allylH a` satisfies
$$e_0<e_1<e_2 .$$

**Solution.** The first two site equations express an orbital through its first amplitude:
$$v_1=-(E+a)v_0,\qquad v_2=-Ev_1-v_0=\bigl(E(E+a)-1\bigr)v_0 .$$
Suppose two different orbitals $k\neq l$ had the same energy $E$. Their orthogonality would read
$$C_{k,0}\,C_{l,0}\,\bigl[1+(E+a)^2+(E(E+a)-1)^2\bigr]=0 .$$
The bracket is positive, so one of the first amplitudes is zero. That whole orbital then vanishes, which contradicts its normalisation. The energies are therefore distinct, and being ordered they increase strictly.

The two expressions are `shape` in the proof, and the orthogonality relation is `hprod`.

```lean
/-- The orbital energies of the allyl Hamiltonian are nondegenerate. -/
theorem energies_strictMono {a : ℝ} {e : Fin 3 → ℝ} {C : Fin 3 → Fin 3 → ℝ}
    (h : IsOrbitalSet (allylH a) e C) : StrictMono e := by
  -- the first amplitude and the energy determine the whole orbital
  have shape : ∀ k, C k 1 = -(e k + a) * C k 0 ∧
      C k 2 = (e k * (e k + a) - 1) * C k 0 := by
    intro k
    obtain ⟨A1, A2, _⟩ := site_equations (h.eigen k)
    have k1 : C k 1 = -(e k + a) * C k 0 := by linear_combination (-1 : ℝ) * A1
    exact ⟨k1, by linear_combination (-1 : ℝ) * A2 - e k * k1⟩
  apply h.ordered.strictMono_of_injective
  intro k l hkl
  by_contra hne
  obtain ⟨k1, k2⟩ := shape k
  obtain ⟨l1, l2⟩ := shape l
  rw [← hkl] at l1 l2
  have ho := (h.orthonormal k l).trans (if_neg hne)
  have hk := (h.orthonormal k k).trans (if_pos rfl)
  have hl := (h.orthonormal l l).trans (if_pos rfl)
  simp only [dotProduct, Fin.sum_univ_three] at ho hk hl
  rw [k1, k2, l1, l2] at ho
  rw [k1, k2] at hk
  rw [l1, l2] at hl
  have hpos : 0 < 1 + (e k + a) ^ 2 + (e k * (e k + a) - 1) ^ 2 := by positivity
  have hprod : C k 0 * C l 0 *
      (1 + (e k + a) ^ 2 + (e k * (e k + a) - 1) ^ 2) = 0 := by
    linear_combination ho
  rcases mul_eq_zero.mp hprod with h' | h'
  · rcases mul_eq_zero.mp h' with h'' | h''
    · rw [h''] at hk
      norm_num at hk
    · rw [h''] at hl
      norm_num at hl
  · exact hpos.ne' h'
```

## (c) Energies and central weights

Write $R=\sqrt{a^2+8}$. Show that a normalised orbital has either $E=-a$ and $v_1=0$, or, with upper or lower signs taken together,
$$E=\frac{-a\mp R}{2},\qquad v_1^2=\frac12\left(1\mp\frac aR\right).$$

**Solution.** Subtracting the first site equation from the third gives
$$(E+a)(v_0-v_2)=0 .$$
If $E=-a$, the first equation gives $v_1=0$.

Otherwise $v_2=v_0$, and the second equation becomes $-2v_0=Ev_1$. Here $v_1\neq0$, since $v_1=0$ would force $v_0=0$ and the orbital would vanish. Twice the first equation is $-2(E+a)v_0=2v_1$; inserting $-2v_0=Ev_1$ and dividing by $v_1$ gives
$$E^2+aE-2=0,$$
whose roots are the stated energies. Normalisation, $2v_0^2+v_1^2=1$, becomes $v_1^2(2+E^2)=2$, and with $E^2=2-aE$
$$v_1^2(4-aE)=2 .$$
For the two roots, $4-aE=\tfrac12R(R\pm a)$. Since $(R-a)(R+a)=8$,
$$v_1^2=\frac{4}{R(R\pm a)}=\frac{R\mp a}{2R}.$$

In the proof, `hsym` is the factored reflection condition, `Q` the quadratic and `N` the normalisation. The square root enters only through $R>0$ and $R^2=a^2+8$.

```lean
/-- A normalized allyl orbital either has energy `-a` and a node at the centre, or has one of the
energies `(-a ∓ √(a² + 8))/2` with central weight `(1 ∓ a/√(a² + 8))/2`. -/
theorem orbital_levels {a E : ℝ} {v : Fin 3 → ℝ} (h : allylH a *ᵥ v = E • v)
    (hn : v ⬝ᵥ v = 1) :
    (E = -a ∧ v 1 = 0) ∨
    (E = (-a - Real.sqrt (a ^ 2 + 8)) / 2 ∧
      v 1 ^ 2 = (1 - a / Real.sqrt (a ^ 2 + 8)) / 2) ∨
    (E = (-a + Real.sqrt (a ^ 2 + 8)) / 2 ∧
      v 1 ^ 2 = (1 + a / Real.sqrt (a ^ 2 + 8)) / 2) := by
  obtain ⟨A1, A2, A3⟩ := site_equations h
  simp only [dotProduct, Fin.sum_univ_three] at hn
  have hR : 0 < Real.sqrt (a ^ 2 + 8) := Real.sqrt_pos.mpr (by positivity)
  have hs : Real.sqrt (a ^ 2 + 8) ^ 2 = a ^ 2 + 8 := Real.sq_sqrt (by positivity)
  generalize Real.sqrt (a ^ 2 + 8) = R at hR hs ⊢
  -- reflection symmetry separates the nonbonding orbital from the symmetric ones
  have hsym : (E + a) * (v 0 - v 2) = 0 := by linear_combination A3 - A1
  rcases mul_eq_zero.mp hsym with hE | hv
  · left
    have hE' : E = -a := by linarith
    rw [hE'] at A1
    exact ⟨hE', by linarith⟩
  · right
    have h02 : v 2 = v 0 := by linarith
    rw [h02] at A2 hn
    have hv1 : v 1 ≠ 0 := by
      intro h1
      rw [h1] at A2 hn
      have h0 : v 0 = 0 := by linarith
      rw [h0] at hn
      norm_num at hn
    have hq : v 1 * (E ^ 2 + a * E - 2) = 0 := by
      linear_combination 2 * A1 - (E + a) * A2
    have Q : E ^ 2 + a * E - 2 = 0 := (mul_eq_zero.mp hq).resolve_left hv1
    have N : v 1 ^ 2 * (4 - a * E) = 2 := by
      linear_combination 2 * hn + (2 * v 0 - E * v 1) * A2 - v 1 ^ 2 * Q
    have hf : (2 * E + a + R) * (2 * E + a - R) = 0 := by
      linear_combination 4 * Q - hs
    rcases mul_eq_zero.mp hf with hm | hp
    · left
      have hE : E = (-a - R) / 2 := by linarith
      rw [hE] at N
      have hw : 2 * R * v 1 ^ 2 = R - a := by
        linear_combination (R - a) / 2 * N - a * v 1 ^ 2 / 4 * hs
      refine ⟨hE, ?_⟩
      field_simp
      linarith
    · right
      have hE : E = (-a + R) / 2 := by linarith
      rw [hE] at N
      have hw : 2 * R * v 1 ^ 2 = R + a := by
        linear_combination (R + a) / 2 * N + a * v 1 ^ 2 / 4 * hs
      refine ⟨hE, ?_⟩
      field_simp
      linarith
```

## (d) The two lowest orbitals

Show that every orbital set of `allylH a` has
$$e_0=\frac{-a-R}{2},\quad e_1=-a,\quad C_{0,1}^2=\frac12\left(1-\frac aR\right),\quad C_{1,1}=0 .$$

**Solution.** Because $R>|a|$,
$$\frac{-a-R}{2}<-a<\frac{-a+R}{2}.$$
By (b) the set has three strictly increasing energies, and by (c) only these three values are available. They must be taken in this order, and (c) supplies the central weights.

Lean runs through all 27 assignments of levels to orbitals. In three of them the two lowest orbitals have the stated levels, and the claim is read off whatever the third level is; `linarith` refutes the other 24.

```lean
/-- Energies of the two lowest allyl orbitals, with the central weight (squared amplitude) of the
first; the second one has a node at the centre. -/
theorem lowest_orbitals {a : ℝ} {e : Fin 3 → ℝ} {C : Fin 3 → Fin 3 → ℝ}
    (h : IsOrbitalSet (allylH a) e C) :
    e 0 = (-a - Real.sqrt (a ^ 2 + 8)) / 2 ∧ e 1 = -a ∧
    C 0 1 ^ 2 = (1 - a / Real.sqrt (a ^ 2 + 8)) / 2 ∧ C 1 1 = 0 := by
  have L := fun k => orbital_levels (h.eigen k) ((h.orthonormal k k).trans (if_pos rfl))
  have s01 := energies_strictMono h (show (0 : Fin 3) < 1 by decide)
  have s12 := energies_strictMono h (show (1 : Fin 3) < 2 by decide)
  have hR : 0 < Real.sqrt (a ^ 2 + 8) := Real.sqrt_pos.mpr (by positivity)
  have hs : Real.sqrt (a ^ 2 + 8) ^ 2 = a ^ 2 + 8 := Real.sq_sqrt (by positivity)
  have b1 : a < Real.sqrt (a ^ 2 + 8) := by nlinarith
  have b2 : -a < Real.sqrt (a ^ 2 + 8) := by nlinarith
  -- three strictly ordered energies must exhaust the three possible levels
  rcases L 0 with ⟨h0, p0⟩ | ⟨h0, p0⟩ | ⟨h0, p0⟩ <;>
  rcases L 1 with ⟨h1, p1⟩ | ⟨h1, p1⟩ | ⟨h1, p1⟩ <;>
  rcases L 2 with ⟨h2, p2⟩ | ⟨h2, p2⟩ | ⟨h2, p2⟩ <;>
  first
    | exact ⟨h0, h1, p0, p1⟩
    | (exfalso; linarith)
```

## (e) The spin density at the node

For any real $d$, let $A$ be an orbital set of `allylH d` and $B$ one of `allylH (-d)`. Show that
$$\rho_1=-\frac{d}{\sqrt{d^2+8}},\qquad A_{1,1}=0 .$$

**Solution.** Use (d) with $a=d$ for spin up and $a=-d$ for spin down. The root $R=\sqrt{d^2+8}$ is the same for both, so
$$\rho_1=\frac12\left(1-\frac dR\right)+0-\frac12\left(1+\frac dR\right)=-\frac dR .$$
The second spin-up orbital contributes nothing. The density comes from the two bonding orbitals, which no longer cancel at the centre. At $d=0$ they do cancel, and the simple Hückel value of zero returns.

```lean
/-- With end-site energies `-d` for spin up and `d` for spin down, the central spin density is
`-d/√(d² + 8)`, while the second spin-up orbital vanishes at the centre. -/
theorem central_spin_density {d : ℝ} {e f : Fin 3 → ℝ} {A B : Fin 3 → Fin 3 → ℝ}
    (hA : IsOrbitalSet (allylH d) e A) (hB : IsOrbitalSet (allylH (-d)) f B) :
    spinDensity A B 1 = -d / Real.sqrt (d ^ 2 + 8) ∧ A 1 1 = 0 := by
  obtain ⟨_, _, a0, a1⟩ := lowest_orbitals hA
  obtain ⟨_, _, b0, _⟩ := lowest_orbitals hB
  rw [neg_sq] at b0
  refine ⟨?_, a1⟩
  rw [spinDensity, a0, a1, b0]
  ring
```

## (f) Its sign

Show that for $d>0$
$$\rho_1<0 .$$

**Solution.** In the result of (e) the numerator is negative and the root is positive. Only here is the sign of $d$ needed.

```lean
/-- With end-site energies `-d` for spin up and `d` for spin down, where `d > 0`, the central spin
density is negative. -/
theorem central_spin_density_neg {d : ℝ} (hd : 0 < d) {e f : Fin 3 → ℝ}
    {A B : Fin 3 → Fin 3 → ℝ} (hA : IsOrbitalSet (allylH d) e A)
    (hB : IsOrbitalSet (allylH (-d)) f B) : spinDensity A B 1 < 0 := by
  rw [(central_spin_density hA hB).1]
  exact div_neg_of_neg_of_pos (by linarith) (Real.sqrt_pos.mpr (by positivity))
```

## (g) The end carbons

Show that
$$\rho_0=\rho_2=\frac12\left(1+\frac{d}{\sqrt{d^2+8}}\right).$$

**Solution.** By the reflection condition in (c), an orbital has $v_0=v_2$, or else $E=-a$ and $v_1=0$, in which case the second site equation gives $v_0=-v_2$. Either way the ends share equally what the centre leaves:
$$v_0^2=v_2^2=\frac{1-v_1^2}{2}.$$
Adding the two spin-up orbitals and subtracting the spin-down one gives $\rho_0=\rho_2=(1-\rho_1)/2$, and (e) completes the calculation. This sharing rule is `ends` in the proof.

As $d\to\infty$ the formulas tend to densities $1,-1,1$: the two spin-up electrons occupy the ends and the spin-down electron the centre.

```lean
/-- With end-site energies `-d` for spin up and `d` for spin down, each end site carries the spin
density `(1 + d/√(d² + 8))/2`. -/
theorem end_spin_density {d : ℝ} {e f : Fin 3 → ℝ} {A B : Fin 3 → Fin 3 → ℝ}
    (hA : IsOrbitalSet (allylH d) e A) (hB : IsOrbitalSet (allylH (-d)) f B) :
    spinDensity A B 0 = (1 + d / Real.sqrt (d ^ 2 + 8)) / 2 ∧
    spinDensity A B 2 = (1 + d / Real.sqrt (d ^ 2 + 8)) / 2 := by
  -- in every orbital the two ends share equally what the centre leaves
  have ends : ∀ {a : ℝ} {g : Fin 3 → ℝ} {C : Fin 3 → Fin 3 → ℝ},
      IsOrbitalSet (allylH a) g C → ∀ k,
      C k 0 ^ 2 = (1 - C k 1 ^ 2) / 2 ∧ C k 2 ^ 2 = (1 - C k 1 ^ 2) / 2 := by
    intro a g C h k
    obtain ⟨A1, A2, A3⟩ := site_equations (h.eigen k)
    have hn := (h.orthonormal k k).trans (if_pos rfl)
    simp only [dotProduct, Fin.sum_univ_three] at hn
    have hsym : (g k + a) * (C k 0 - C k 2) = 0 := by linear_combination A3 - A1
    have heq : C k 0 ^ 2 = C k 2 ^ 2 := by
      rcases mul_eq_zero.mp hsym with hE | hv
      · have h1 : C k 1 = 0 := by linear_combination (-1 : ℝ) * A1 - C k 0 * hE
        rw [h1] at A2
        have h0 : C k 0 = -C k 2 := by linarith
        rw [h0, neg_sq]
      · rw [sub_eq_zero.mp hv]
    constructor <;> nlinarith
  have hc := (central_spin_density hA hB).1
  have hneg : -d / Real.sqrt (d ^ 2 + 8) = -(d / Real.sqrt (d ^ 2 + 8)) := by ring
  rw [hneg] at hc
  unfold spinDensity at hc ⊢
  constructor
  · linarith [(ends hA 0).1, (ends hA 1).1, (ends hB 0).1]
  · linarith [(ends hA 0).2, (ends hA 1).2, (ends hB 0).2]
```

## (h) Explicit orbitals at $d=1$

Verify that the following are orbital sets, each listed by increasing energy.

Spin up, with energies $-2,-1,1$:
$$\tfrac1{\sqrt3}(1,1,1),\quad \tfrac1{\sqrt2}(1,0,-1),\quad \tfrac1{\sqrt6}(1,-2,1).$$
Spin down, with energies $-1,1,2$:
$$\tfrac1{\sqrt6}(1,2,1),\quad \tfrac1{\sqrt2}(1,0,-1),\quad \tfrac1{\sqrt3}(1,-1,1).$$

**Solution.** Apply the matrices. For instance, the spin-up matrix sends $(1,1,1)$ to $(-2,-2,-2)$, and the spin-down matrix sends $(1,2,1)$ to $(-1,-2,-1)$. The scalar products are immediate. The central density is $\tfrac13+0-\tfrac46=-\tfrac13$, in agreement with (e), where $R=3$.

Parts (e) to (g) take the orbital sets as given, and this example supplies a pair. For other $d$, the spectral theorem for real symmetric matrices provides them. In Lean, `fin_cases` checks the equations entry by entry, using only the squares of the three normalisation factors.

```lean
/-- Explicit orbital sets for both spins at `d = 1`. -/
theorem orbitalSet_witness :
    let a := 1 / Real.sqrt 3
    let b := 1 / Real.sqrt 2
    let c := 1 / Real.sqrt 6
    IsOrbitalSet (allylH 1) ![-2, -1, 1] ![![a, a, a], ![b, 0, -b], ![c, -2 * c, c]] ∧
    IsOrbitalSet (allylH (-1)) ![-1, 1, 2] ![![c, 2 * c, c], ![b, 0, -b], ![a, -a, a]] := by
  intro a b c
  have ha : a ^ 2 = 1 / 3 := by
    simp only [a, div_pow, one_pow]
    rw [Real.sq_sqrt (by norm_num)]
  have hb : b ^ 2 = 1 / 2 := by
    simp only [b, div_pow, one_pow]
    rw [Real.sq_sqrt (by norm_num)]
  have hc : c ^ 2 = 1 / 6 := by
    simp only [c, div_pow, one_pow]
    rw [Real.sq_sqrt (by norm_num)]
  clear_value a b c
  refine ⟨⟨?_, ?_, ?_⟩, ⟨?_, ?_, ?_⟩⟩
  · intro k
    ext i
    fin_cases k <;> fin_cases i <;>
      simp [allylH, Matrix.mulVec, dotProduct, Fin.sum_univ_three] <;> ring
  · intro k l
    fin_cases k <;> fin_cases l <;>
      simp [dotProduct, Fin.sum_univ_three] <;> nlinarith
  · intro k l hkl
    fin_cases k <;> fin_cases l <;> simp at hkl ⊢
    norm_num
  · intro k
    ext i
    fin_cases k <;> fin_cases i <;>
      simp [allylH, Matrix.mulVec, dotProduct, Fin.sum_univ_three] <;> ring
  · intro k l
    fin_cases k <;> fin_cases l <;>
      simp [dotProduct, Fin.sum_univ_three] <;> nlinarith
  · intro k l hkl
    fin_cases k <;> fin_cases l <;> simp at hkl ⊢
    norm_num

end AllylSpinPolarization
```

```lean
#print axioms AllylSpinPolarization.central_spin_density_neg
-- 'AllylSpinPolarization.central_spin_density_neg' depends on axioms: [propext, Classical.choice, Quot.sound]
#print axioms AllylSpinPolarization.end_spin_density
-- 'AllylSpinPolarization.end_spin_density' depends on axioms: [propext, Classical.choice, Quot.sound]
```
